# Away from resonance, equal frequencies cancel the first-order rotatory sum of three truncated oscillators coupled by xyz

Q: Suppose I judge optical activity by the coupling alone. An electron bound with frequencies w₀, w₁, w₂ along x, y, z and perturbed by A·xyz looks chiral. If w₀ = w₁, I then predict a rotation that cannot exist in a randomly oriented sample, because exchanging x and y is a reflection that leaves the potential unchanged. Does your statement catch this?

A: Yes, at first order in A, with each oscillator truncated to occupations 0 and 1. With ħ = 1, let ω be the light frequency, Eₙ the excitation energy of state n, and Rₙ the order-A part of Im ⟨0|r|n⟩·⟨n|L|0⟩, where L = r × p. The rotatory sum is

Σₙ Rₙ/(Eₙ² − ω²).

Up to prefactors, it determines the optical rotation of randomly oriented molecules. Take positive frequencies, none the sum of the other two, and ω off resonance. The sum then vanishes exactly when A = 0 or two frequencies coincide.

Q: Which operators do you use?

A: A wavefunction assigns a complex number to each of eight configurations. With ħ = m = 1 and qₖ = 1/√(2wₖ), position flips occupation k with factor qₖ. Momentum flips it with factor +iwₖqₖ going up and −iwₖqₖ going down. Indices are cyclic modulo 3.

In Lean 4 with Mathlib:

```lean
import Mathlib

namespace ChiralOscillators

noncomputable section

/-- Occupations of the three truncated oscillators: `false` is 0, `true` is 1. -/
abbrev Config := Fin 3 → Bool

/-- The ground configuration 000. -/
def ground : Config := fun _ => false

/-- One quantum in oscillator `k`. -/
def single (k : Fin 3) : Config := fun j => decide (j = k)

/-- Exchange of 0 and 1 in oscillator `k`. -/
def toggle (k : Fin 3) (n : Config) : Config := fun j => if j = k then !n j else n j

/-- Exchange of 0 and 1 in all oscillators. -/
def swapAll (n : Config) : Config := fun j => !n j

/-- Zero-point amplitude, for `w > 0`. -/
def zeroPoint (w : ℝ) : ℝ := 1 / √(2 * w)

/-- Position operator of oscillator `k`. -/
def position (w : Fin 3 → ℝ) (k : Fin 3) (ψ : Config → ℂ) : Config → ℂ :=
  fun m => zeroPoint (w k) * ψ (toggle k m)

/-- Momentum operator of oscillator `k`. -/
def momentum (w : Fin 3 → ℝ) (k : Fin 3) (ψ : Config → ℂ) : Config → ℂ :=
  fun m => Complex.I * (w k * zeroPoint (w k)) * (if m k then 1 else -1) * ψ (toggle k m)

/-- Component `k` of the angular momentum `r × p`. -/
def angular (w : Fin 3 → ℝ) (k : Fin 3) (ψ : Config → ℂ) : Config → ℂ := fun m =>
  position w (k + 1) (momentum w (k + 2) ψ) m - position w (k + 2) (momentum w (k + 1) ψ) m
```

Q: And the perturbed states?

A: The coupling flips all three occupations, so n mixes only with its complement n̄. With g = q₀q₁q₂,

|n⟩ + A cₙ|n̄⟩, cₙ = g/(Eₙ − Eₙ̄).

```lean
/-- Unperturbed energy above the ground state. -/
def energy (w : Fin 3 → ℝ) (n : Config) : ℝ := ∑ k, if n k then w k else 0

/-- Product of the zero-point amplitudes. -/
def amp (w : Fin 3 → ℝ) : ℝ := zeroPoint (w 0) * zeroPoint (w 1) * zeroPoint (w 2)

/-- First-order admixture per unit coupling, for `n` and `swapAll n` of different energy. -/
def mixing (w : Fin 3 → ℝ) (n : Config) : ℝ := amp w / (energy w n - energy w (swapAll n))

/-- Unperturbed basis state. -/
def ket (n : Config) : Config → ℂ := fun m => if m = n then 1 else 0

/-- State `n` to first order in the coupling `A`, for `n` and `swapAll n` of different energy. -/
def state (w : Fin 3 → ℝ) (A : ℝ) (n : Config) : Config → ℂ :=
  fun m => ket n m + A * mixing w n * ket (swapAll n) m

/-- Inner product of wavefunctions. -/
def braket (ψ φ : Config → ℂ) : ℂ := ∑ m, starRingEnd ℂ (ψ m) * φ m
```

Q: Those states are not normalised.

A: Normalising divides the strength by (1 + A²c₀²)(1 + A²cₙ²), where c₀ belongs to the ground state. The order-A part is unchanged. `linearStrength` is that whole part, A times the derivative at zero coupling. Note that `R` names an algebraic expression, which has yet to be shown equal to a strength.

```lean
/-- `Im ⟨0|r|n⟩·⟨n|L|0⟩` with first-order states. -/
def rotStrength (w : Fin 3 → ℝ) (A : ℝ) (n : Config) : ℝ :=
  (∑ k, braket (state w A ground) (position w k (state w A n)) *
    braket (state w A n) (angular w k (state w A ground))).im

/-- The part of the rotational strength linear in `A`. -/
def linearStrength (w : Fin 3 → ℝ) (A : ℝ) (n : Config) : ℝ :=
  A * deriv (fun t => rotStrength w t n) 0

/-- The expression `A(c-b)/(4bc(a²-(b+c)²))`, for `b, c ≠ 0` and `a² ≠ (b+c)²`. -/
def R (A a b c : ℝ) : ℝ := A * (c - b) / (4 * b * c * (a ^ 2 - (b + c) ^ 2))

/-- Sum of `linearStrength` divided by `energy² - ω²` over one- and two-quantum states, for `ω²`
different from each squared energy. -/
def rotatorySum (w : Fin 3 → ℝ) (A ω : ℝ) : ℝ :=
  ∑ k, (linearStrength w A (single k) / (energy w (single k) ^ 2 - ω ^ 2) +
    linearStrength w A (swapAll (single k)) / (energy w (swapAll (single k)) ^ 2 - ω ^ 2))

/-- A symmetric polynomial in three frequencies, with `u` the squared light frequency. -/
def symFactor (a b c u : ℝ) : ℝ :=
  3 * u ^ 2 + ((a + b + c) ^ 2 + 4 * (a * b + b * c + c * a)) * u +
    (a * b * c * (a + b + c) + (a * b + b * c + c * a) ^ 2)
```

Q: Did you simply postulate the admixture?

A: It is defined by the formula, then shown to solve the first-order Schrödinger equation. The first-order energy shift is zero, since xyz has no diagonal elements. `mixing_mul` checks all eight configurations for a nonzero energy gap. The theorem then compares components: only n̄ contributes, and there the equation reads Eₙ̄cₙ + g = Eₙcₙ.

```lean
variable {w : Fin 3 → ℝ}

lemma cases3 : ∀ k : Fin 3, k = 0 ∨ k = 1 ∨ k = 2 := by decide

lemma swap_swap (n : Config) : swapAll (swapAll n) = n := by
  funext j; simp [swapAll]

lemma toggle_all (m : Config) : toggle 2 (toggle 1 (toggle 0 m)) = swapAll m := by
  funext j
  rcases cases3 j with rfl | rfl | rfl <;> simp [toggle, swapAll]

lemma energies (w : Fin 3 → ℝ) (k : Fin 3) : energy w (single k) = w k ∧
    energy w (swapAll (single k)) = w (k + 1) + w (k + 2) ∧ energy w ground = 0 ∧
    energy w (swapAll ground) = w k + w (k + 1) + w (k + 2) := by
  rcases cases3 k with rfl | rfl | rfl <;> refine ⟨?_, ?_, ?_, ?_⟩ <;>
    simp [energy, single, swapAll, ground, Fin.sum_univ_three] <;> ring

lemma mixing_mul (hw : ∀ k, 0 < w k) (hr : ∀ k, w k ≠ w (k + 1) + w (k + 2)) (n : Config) :
    mixing w n * (energy w n - energy w (swapAll n)) = amp w := by
  have h0 := hw 0
  have h1 := hw 1
  have h2 := hw 2
  have r0 : w 0 ≠ w 1 + w 2 := hr 0
  have r1 : w 1 ≠ w 2 + w 0 := hr 1
  have r2 : w 2 ≠ w 0 + w 1 := hr 2
  refine div_mul_cancel₀ _ ?_
  simp only [energy, swapAll, Fin.sum_univ_three]
  intro h
  rcases Bool.eq_false_or_eq_true (n 0) with e0 | e0 <;>
    rcases Bool.eq_false_or_eq_true (n 1) with e1 | e1 <;>
    rcases Bool.eq_false_or_eq_true (n 2) with e2 | e2 <;>
    simp [e0, e1, e2] at h <;>
    first
    | linarith
    | exact r0 (by linarith)
    | exact r1 (by linarith)
    | exact r2 (by linarith)

/-- For positive frequencies, none the sum of the other two, the admixture `φ` solves
`H₀φ + xyz|n⟩ = Eₙφ`. -/
theorem first_order_equation (hw : ∀ k, 0 < w k) (hr : ∀ k, w k ≠ w (k + 1) + w (k + 2))
    (n m : Config) :
    energy w m * (mixing w n * ket (swapAll n) m)
      + position w 0 (position w 1 (position w 2 (ket n))) m
      = energy w n * (mixing w n * ket (swapAll n) m) := by
  have hm := congrArg Complex.ofReal (mixing_mul hw hr n)
  push_cast [amp] at hm
  by_cases h : m = swapAll n
  · subst h
    simp only [position, toggle_all, swap_swap, ket, if_true]
    linear_combination -hm
  · have h' : swapAll m ≠ n := fun e => h (by rw [← e, swap_swap])
    simp [position, toggle_all, ket, h, h']
```

Q: What if one frequency is the sum of the others?

A: Take w = (3, 1, 2). States 100 and 011 both have energy 3, and the equation becomes 3c + g = 3c with g ≠ 0, which has no solution. The expansion needs n and n̄ to have different energies.

Q: Show me the strength of 100.

A: Only x connects it to the ground state, with element q₀(1 + A²c₀c₁), where c₁ is the admixture of 100. For the other factor,

L₀|000⟩ = i q₁q₂(w₂ − w₁)|011⟩
L₀|111⟩ = −i q₁q₂(w₂ − w₁)|100⟩,

so ⟨n|L₀|0⟩ = iA q₁q₂(w₂ − w₁)(c₁ − c₀). The order-A strength is A g(w₂ − w₁)(c₁ − c₀). Now

c₁ − c₀ = g/(w₀ − w₁ − w₂) + g/(w₀ + w₁ + w₂) = 2g w₀/(w₀² − (w₁ + w₂)²),

and g² = 1/(8w₀w₁w₂), which gives

R₁₀₀ = A(w₂ − w₁)/(4w₁w₂(w₀² − (w₁ + w₂)²)).

For 011 the admixture is −c₁. The position element is now q₀A(c₀ − c₁) and the L₀ element is i q₁q₂(w₂ − w₁) at lowest order, so the strength is −R₁₀₀. The other pairs follow cyclically. State 111 has strength zero, since one position operator cannot connect it to the ground state; the sum therefore leaves it out.

In the code, `strength_single` and `strength_pair` expand the matrix elements, `deriv_cubic` extracts the linear coefficient, and `amp_sq` supplies g². The step `key` combines the two energy denominators.

```lean
lemma braket_state (A : ℝ) (n : Config) (f : Config → ℂ) :
    braket (state w A n) f = f n + A * mixing w n * f (swapAll n) := by
  simp [braket, state, ket, apply_ite (starRingEnd ℂ), add_mul, Finset.sum_add_distrib]

lemma strength_single (k : Fin 3) (t : ℝ) : rotStrength w t (single k) =
    t * (amp w * (w (k + 2) - w (k + 1)) * (mixing w (single k) - mixing w ground)) *
      (1 + t ^ 2 * (mixing w ground * mixing w (single k))) := by
  rcases cases3 k with rfl | rfl | rfl <;>
    simp +decide [rotStrength, Fin.sum_univ_three, braket_state, position, momentum, angular,
      state, ket, amp] <;> ring

lemma strength_pair (k : Fin 3) (t : ℝ) : rotStrength w t (swapAll (single k)) =
    t * (amp w * (w (k + 2) - w (k + 1)) * (mixing w (swapAll (single k)) + mixing w ground)) *
      (1 + t ^ 2 * -(mixing w ground * mixing w (swapAll (single k)))) := by
  rcases cases3 k with rfl | rfl | rfl <;>
    simp +decide [rotStrength, Fin.sum_univ_three, braket_state, position, momentum, angular,
      state, ket, amp] <;> ring

/-- The three-quantum state has no rotational strength between first-order states. -/
theorem strength_triple (t : ℝ) : rotStrength w t (swapAll ground) = 0 := by
  simp +decide [rotStrength, Fin.sum_univ_three, braket_state, position, state, ket]

lemma deriv_cubic {f : ℝ → ℝ} {g k : ℝ} (h : ∀ t, f t = t * g * (1 + t ^ 2 * k)) :
    deriv f 0 = g := by
  have hd : HasDerivAt f g 0 := by
    rw [funext h]
    exact (((hasDerivAt_id' (0 : ℝ)).mul_const g).fun_mul
      (((hasDerivAt_pow 2 (0 : ℝ)).mul_const k).const_add 1)).congr_deriv (by simp)
  exact hd.deriv

lemma R_mul {A a b c : ℝ} (ha : 0 < a) (hb : 0 < b) (hc : 0 < c) (h : a ≠ b + c) :
    4 * b * c * (a ^ 2 - (b + c) ^ 2) ≠ 0 ∧
    R A a b c * (4 * b * c * (a ^ 2 - (b + c) ^ 2)) = A * (c - b) := by
  have hK : 4 * b * c * (a ^ 2 - (b + c) ^ 2) ≠ 0 := by
    rw [sq_sub_sq]
    exact mul_ne_zero (by positivity) (mul_ne_zero (by positivity) (sub_ne_zero.2 h))
  exact ⟨hK, div_mul_cancel₀ _ hK⟩

lemma amp_sq (hw : ∀ k, 0 < w k) (k : Fin 3) :
    8 * w k * w (k + 1) * w (k + 2) * amp w ^ 2 = 1 := by
  have hz : ∀ k, 2 * w k * zeroPoint (w k) ^ 2 = 1 := fun k => by
    have := hw k
    rw [zeroPoint, div_pow, Real.sq_sqrt (by positivity)]
    field_simp
  have base : 8 * w 0 * w 1 * w 2 * amp w ^ 2 = 1 := by
    calc _ = (2 * w 0 * zeroPoint (w 0) ^ 2) * (2 * w 1 * zeroPoint (w 1) ^ 2) *
          (2 * w 2 * zeroPoint (w 2) ^ 2) := by rw [amp]; ring
      _ = 1 := by rw [hz, hz, hz]; norm_num
  rcases cases3 k with rfl | rfl | rfl <;> simp only [Fin.reduceAdd] <;>
    linear_combination base

/-- For positive frequencies, none the sum of the other two, the order-`A` strengths of a
one-quantum state and its complement are `R` and `-R`, with indices taken cyclically. -/
theorem linearStrength_values (hw : ∀ k, 0 < w k) (hr : ∀ k, w k ≠ w (k + 1) + w (k + 2))
    (A : ℝ) (k : Fin 3) :
    linearStrength w A (single k) = R A (w k) (w (k + 1)) (w (k + 2)) ∧
    linearStrength w A (swapAll (single k)) = -R A (w k) (w (k + 1)) (w (k + 2)) := by
  obtain ⟨E1, E2, E3, E4⟩ := energies w k
  have h0 := mixing_mul hw hr ground
  have h1 := mixing_mul hw hr (single k)
  have h2 := mixing_mul hw hr (swapAll (single k))
  rw [E3, E4] at h0
  rw [E1, E2] at h1
  rw [swap_swap, E1, E2] at h2
  -- the two energy denominators combine to `a² - (b+c)²`
  have key : ∀ κ, κ * (w k - (w (k + 1) + w (k + 2))) = amp w →
      A * (amp w * (w (k + 2) - w (k + 1)) * (κ - mixing w ground)) =
        R A (w k) (w (k + 1)) (w (k + 2)) := by
    intro κ h
    generalize w k = a, w (k + 1) = b, w (k + 2) = c, amp w = g, mixing w ground = κ₀,
      amp_sq hw k = hg, R_mul (A := A) (hw k) (hw (k + 1)) (hw (k + 2)) (hr k) = hR at *
    apply mul_right_cancel₀ hR.1
    rw [hR.2]
    linear_combination 4 * A * b * c * g * (c - b) * (a + b + c) * h
      + 4 * A * b * c * g * (c - b) * (a - (b + c)) * h0 + A * (c - b) * hg
  constructor
  · rw [linearStrength, deriv_cubic (strength_single k), key _ h1]
  · rw [linearStrength, deriv_cubic (strength_pair k),
      ← key (-mixing w (swapAll (single k))) (by linear_combination h2)]
    ring
```

Q: With w₀ = w₁, are all strengths zero?

A: Not state by state, if A ≠ 0 and w₂ is different. Among the one- and two-quantum states, only 001 and 110 then have zero strength. But 100 and 010 have the same energy and opposite strengths, and so do 011 and 101, so the total strength at each energy is zero. Now take general frequencies and write u = ω². Adding 100 to its complement removes the perturbative denominator:

−A(w₂ − w₁)/(4w₁w₂(w₀² − u)((w₁ + w₂)² − u)).

Over a common denominator, the three pairs give

−A(w₀ − w₁)(w₁ − w₂)(w₂ − w₀)S / (4 ∏ₖ (wₖ² − u)((wₖ₊₁ + wₖ₊₂)² − u)).

With s = w₀ + w₁ + w₂ and e = w₀w₁ + w₁w₂ + w₂w₀,

S = 3u² + (s² + 4e)u + w₀w₁w₂s + e² > 0.

So the sum vanishes only if A or one of the frequency differences is zero. `pair_sum` and `common_denominator` do these two additions, `ring` checks the factorisation, and `positivity` handles S.

```lean
lemma pair_sum {A a b c u : ℝ} (ha : 0 < a) (hb : 0 < b) (hc : 0 < c) (h : a ≠ b + c)
    (hx : a ^ 2 - u ≠ 0) (hy : (b + c) ^ 2 - u ≠ 0) :
    R A a b c / (a ^ 2 - u) + -R A a b c / ((b + c) ^ 2 - u) =
      -(A * (c - b)) / (4 * b * c * ((a ^ 2 - u) * ((b + c) ^ 2 - u))) := by
  rw [div_add_div _ _ hx hy, div_eq_div_iff (mul_ne_zero hx hy)
    (mul_ne_zero (by positivity) (mul_ne_zero hx hy))]
  linear_combination -((a ^ 2 - u) * ((b + c) ^ 2 - u)) * (R_mul (A := A) ha hb hc h).2

lemma common_denominator {A a b c x y z x' y' z' N : ℝ} (ha : a ≠ 0) (hb : b ≠ 0)
    (hc : c ≠ 0) (hx : x * x' ≠ 0) (hy : y * y' ≠ 0) (hz : z * z' ≠ 0)
    (h : a * (c - b) * (y * y' * (z * z')) + b * (a - c) * (z * z' * (x * x'))
      + c * (b - a) * (x * x' * (y * y')) = a * b * c * N) :
    -(A * (c - b)) / (4 * b * c * (x * x')) + -(A * (a - c)) / (4 * c * a * (y * y'))
      + -(A * (b - a)) / (4 * a * b * (z * z'))
      = -(A * N) / (4 * (x * x' * (y * y') * (z * z'))) := by
  have n4 : (4 : ℝ) ≠ 0 := four_ne_zero
  have d1 := mul_ne_zero (mul_ne_zero (mul_ne_zero n4 hb) hc) hx
  have d2 := mul_ne_zero (mul_ne_zero (mul_ne_zero n4 hc) ha) hy
  have d3 := mul_ne_zero (mul_ne_zero (mul_ne_zero n4 ha) hb) hz
  rw [div_add_div _ _ d1 d2, div_add_div _ _ (mul_ne_zero d1 d2) d3, div_eq_div_iff
    (mul_ne_zero (mul_ne_zero d1 d2) d3)
    (mul_ne_zero n4 (mul_ne_zero (mul_ne_zero hx hy) hz))]
  linear_combination -(64 * A * a * b * c * (x * x' * (y * y') * (z * z'))) * h

/-- Closed form of the rotatory sum, for positive frequencies, none the sum of the other two,
and light off resonance with the one- and two-quantum states. -/
theorem rotatorySum_eq (hw : ∀ k, 0 < w k) (hr : ∀ k, w k ≠ w (k + 1) + w (k + 2)) (A ω : ℝ)
    (hω : ∀ k, energy w (single k) ^ 2 ≠ ω ^ 2 ∧ energy w (swapAll (single k)) ^ 2 ≠ ω ^ 2) :
    rotatorySum w A ω =
      -(A * ((w 0 - w 1) * (w 1 - w 2) * (w 2 - w 0) * symFactor (w 0) (w 1) (w 2) (ω ^ 2))) /
      (4 * ∏ k, (energy w (single k) ^ 2 - ω ^ 2) *
        (energy w (swapAll (single k)) ^ 2 - ω ^ 2)) := by
  have E1 := fun k => (energies w k).1
  have E2 := fun k => (energies w k).2.1
  simp only [E1, E2] at hω
  have hx := fun k => sub_ne_zero.2 (hω k).1
  have hy := fun k => sub_ne_zero.2 (hω k).2
  have hxy := fun k => mul_ne_zero (hx k) (hy k)
  -- add each state to its complement, then the three pairs
  have hk := fun k => pair_sum (A := A) (hw k) (hw (k + 1)) (hw (k + 2)) (hr k) (hx k) (hy k)
  have V1 := fun k => (linearStrength_values hw hr A k).1
  have V2 := fun k => (linearStrength_values hw hr A k).2
  simp only [rotatorySum, V1, V2, E1, E2, hk]
  have p0 := hxy 0
  have p1 := hxy 1
  have p2 := hxy 2
  simp only [Fin.sum_univ_three, Fin.prod_univ_three, Fin.reduceAdd] at p0 p1 p2 ⊢
  exact common_denominator (hw 0).ne' (hw 1).ne' (hw 2).ne' p0 p1 p2
    (by rw [symFactor]; ring)

/-- For positive frequencies, none the sum of the other two, and light off resonance with the
one- and two-quantum states, the rotatory sum vanishes exactly when `A = 0` or two oscillator
frequencies coincide. -/
theorem rotatorySum_eq_zero_iff (hw : ∀ k, 0 < w k)
    (hr : ∀ k, w k ≠ w (k + 1) + w (k + 2)) (A ω : ℝ)
    (hω : ∀ k, energy w (single k) ^ 2 ≠ ω ^ 2 ∧ energy w (swapAll (single k)) ^ 2 ≠ ω ^ 2) :
    rotatorySum w A ω = 0 ↔ A = 0 ∨ w 0 = w 1 ∨ w 1 = w 2 ∨ w 2 = w 0 := by
  have h0 := hw 0
  have h1 := hw 1
  have h2 := hw 2
  have hS : symFactor (w 0) (w 1) (w 2) (ω ^ 2) ≠ 0 := by
    rw [symFactor]; positivity
  rw [rotatorySum_eq hw hr A ω hω, div_eq_zero_iff, or_iff_left (mul_ne_zero four_ne_zero
    (Finset.prod_ne_zero_iff.2 fun k _ => mul_ne_zero (sub_ne_zero.2 (hω k).1)
      (sub_ne_zero.2 (hω k).2))), neg_eq_zero]
  simp only [mul_eq_zero, sub_eq_zero, hS, or_false, or_assoc]

end

end ChiralOscillators
```
```lean
#print axioms ChiralOscillators.first_order_equation
#print axioms ChiralOscillators.strength_triple
#print axioms ChiralOscillators.rotatorySum_eq_zero_iff
```

```
'ChiralOscillators.first_order_equation' depends on axioms: [propext, Classical.choice, Quot.sound]
'ChiralOscillators.strength_triple' depends on axioms: [propext, Classical.choice, Quot.sound]
'ChiralOscillators.rotatorySum_eq_zero_iff' depends on axioms: [propext, Classical.choice, Quot.sound]
```

Q: Can I apply this to a real molecule?

A: Not directly. One harmonically bound electron with a weak xyz coupling is itself a model, which you must justify for the molecule. The truncation matters less. In full oscillators, xyz|100⟩ also contains |211⟩, which is absent here, but neither r nor L connects |000⟩ to a state with an occupation above 1, so the order-A strengths are unchanged. The code does not prove this last point. Within the truncated first-order model, the closed form gives a reference value for sum-over-states calculations of optical rotation.
